# N real orbitals give M(M+1)/2 index classes of two-electron integrals, with M = N(N+1)/2

Two integrals $(ij|kl)$ count here as the same when a chain of the exchanges $i\leftrightarrow j$, $k\leftrightarrow l$ and $(i,j)\leftrightarrow(k,l)$ connects them, not when their values happen to agree. For real orbitals and a symmetric interaction such as Coulomb repulsion, these exchanges leave the value of the integral unchanged. The count therefore depends only on the number of orbitals $N$. It is the number of integrals held by a self-consistent-field program that stores one integral per class over $N$ real basis functions, without screening or molecular symmetry. Programs that recompute integrals when needed do not store this list.

```lean
import Mathlib

open MeasureTheory Filter Topology

namespace TwoElectronIntegralCount

noncomputable section
```

The indices $i,j,k,l$ run over `Fin N`, that is $0,\dots,N-1$, and a quadruple is an ordered pair of ordered pairs.

```lean
/-- An index quadruple `((i, j), (k, l))` over `N` orbitals. -/
abbrev Quad (N : ℕ) := (Fin N × Fin N) × (Fin N × Fin N)
```

`Swap` lists three exchanges: $i$ with $j$, $k$ with $l$, and $(i,j)$ with $(k,l)$.

```lean
/-- The elementary exchanges: `i` with `j`, `k` with `l`, and the first pair with the second. -/
inductive Swap {N : ℕ} : Quad N → Quad N → Prop
  | first (i j : Fin N) (p : Fin N × Fin N) : Swap ((i, j), p) ((j, i), p)
  | second (p : Fin N × Fin N) (k l : Fin N) : Swap (p, (k, l)) (p, (l, k))
  | pairs (p q : Fin N × Fin N) : Swap (p, q) (q, p)
```

The quotient `IntegralClass N` also identifies quadruples connected by a chain of exchanges.

```lean
/-- Index quadruples, identified whenever a chain of exchanges connects them. -/
abbrev IntegralClass (N : ℕ) := Quot (Swap (N := N))
```

## Real orbitals: exchange within a pair

For real orbitals $\varphi_i$ and an interaction $w$, the integral in charge-density order is

$$(ij|kl)=\iint \varphi_i(x)\varphi_j(x)\,w(x,y)\,\varphi_k(y)\varphi_l(y)\,d\mu(x)\,d\mu(y).$$

```lean
/-- The two-electron integral `(ij|kl)` of real orbitals `φ` with interaction kernel `w`. -/
def eri {X : Type*} [MeasurableSpace X] (μ : Measure X) (w : X → X → ℝ) {N : ℕ}
    (φ : Fin N → X → ℝ) (q : Quad N) : ℝ :=
  ∫ z : X × X, φ q.1.1 z.1 * φ q.1.2 z.1 * w z.1 z.2 * (φ q.2.1 z.2 * φ q.2.2 z.2) ∂(μ.prod μ)
```

The type `X` may be ordinary space with its volume measure $\mu$. Since $\varphi_i\varphi_j=\varphi_j\varphi_i$ at every point, $(ij|kl)=(ji|kl)$, and likewise $(ij|kl)=(ij|lk)$. In `eri_swap` below, these are the cases `first` and `second`, where `ring` reorders the integrand.

For complex orbitals the density is $\varphi_i^*\varphi_j$. Exchanging $i$ and $j$ conjugates it, so the integral generally changes.

## Symmetric interaction and s-finite measure: exchange of the pairs

The hypothesis `hw` says $w(x,y)=w(y,x)$: the interaction does not distinguish which electron is where, as for Coulomb repulsion. Renaming $x\leftrightarrow y$ and using this symmetry gives $(ij|kl)=(kl|ij)$.

The renaming needs a well-behaved product measure. `SFinite μ` supplies it by requiring $\mu$ to be a countable sum of finite measures, which ordinary volume is. In the case `pairs`, `integral_prod_swap` renames the variables and `hw` restores the kernel.

```lean
/-- For a symmetric interaction, each elementary exchange of indices leaves the two-electron
integral of real orbitals unchanged. -/
theorem eri_swap {X : Type*} [MeasurableSpace X] (μ : Measure X) [SFinite μ]
    {w : X → X → ℝ} (hw : ∀ x y, w x y = w y x) {N : ℕ} (φ : Fin N → X → ℝ)
    {q q' : Quad N} (h : Swap q q') : eri μ w φ q = eri μ w φ q' := by
  cases h with
  | first i j p =>
    unfold eri
    refine integral_congr_ae (Eventually.of_forall fun z => ?_)
    dsimp only
    ring
  | second p k l =>
    unfold eri
    refine integral_congr_ae (Eventually.of_forall fun z => ?_)
    dsimp only
    ring
  | pairs p q =>
    unfold eri
    -- relabel the two electrons in the integration variables
    refine Eq.trans (integral_prod_swap (μ := μ) (ν := μ) _).symm ?_
    refine integral_congr_ae (Eventually.of_forall fun z => ?_)
    simp only [Prod.fst_swap, Prod.snd_swap, hw z.2 z.1]
    ring
```

Equality then passes from single exchanges to whole classes.

```lean
/-- For a symmetric interaction, quadruples in the same class have equal two-electron
integrals. -/
theorem eri_eq_of_class_eq {X : Type*} [MeasurableSpace X] (μ : Measure X) [SFinite μ]
    {w : X → X → ℝ} (hw : ∀ x y, w x y = w y x) {N : ℕ} (φ : Fin N → X → ℝ)
    {q q' : Quad N} (h : Quot.mk Swap q = Quot.mk Swap q') :
    eri μ w φ q = eri μ w φ q' :=
  congrArg (Quot.lift (eri μ w φ) (fun _ _ hs => eri_swap μ hw φ hs)) h
```

No convergence is assumed. Lean gives a non-integrable integrand the value 0, so the equalities have physical content only for convergent integrals.

Without symmetry of $w$, only the exchanges within pairs are generally available. They leave $M^2$ classes, asymptotically a quarter of $N^4$.

## All three exchanges: the count

Label a quadruple by its unordered pair of unordered pairs, $\{\{i,j\},\{k,l\}\}$, with repetitions allowed.

```lean
/-- The unordered pair of unordered orbital pairs belonging to an index quadruple. -/
def label {N : ℕ} (q : Quad N) : Sym2 (Sym2 (Fin N)) :=
  s(s(q.1.1, q.1.2), s(q.2.1, q.2.2))
```

Exchanges preserve the label.

```lean
/-- An elementary exchange of indices does not change the label. -/
theorem label_swap {N : ℕ} {q q' : Quad N} (h : Swap q q') : label q = label q' := by
  cases h with
  | first i j p => simp only [label, Sym2.eq_swap (a := i) (b := j)]
  | second p k l => simp only [label, Sym2.eq_swap (a := k) (b := l)]
  | pairs p q => exact Sym2.eq_swap
```

Conversely, equal labels mean that the two inner pairs agree either in order or crosswise. In the proof, `key` treats the four possible orientations within the pairs, and `Swap.pairs` handles the crosswise case.

```lean
/-- Two quadruples are in the same class exactly when their labels agree. -/
theorem class_eq_iff {N : ℕ} (q q' : Quad N) :
    Quot.mk Swap q = Quot.mk Swap q' ↔ label q = label q' := by
  constructor
  · intro h
    exact congrArg (Quot.lift label (fun _ _ hs => label_swap hs)) h
  · obtain ⟨⟨i, j⟩, ⟨k, l⟩⟩ := q
    obtain ⟨⟨a, b⟩, ⟨c, d⟩⟩ := q'
    intro h
    -- exchanges inside the two pairs
    have key : ∀ a b c d : Fin N, s(i, j) = s(a, b) → s(k, l) = s(c, d) →
        Quot.mk Swap ((i, j), (k, l)) = Quot.mk Swap ((a, b), (c, d)) := by
      intro a b c d h1 h2
      rcases Sym2.eq_iff.mp h1 with ⟨rfl, rfl⟩ | ⟨rfl, rfl⟩ <;>
        rcases Sym2.eq_iff.mp h2 with ⟨rfl, rfl⟩ | ⟨rfl, rfl⟩
      · rfl
      · exact Quot.sound (Swap.second _ _ _)
      · exact Quot.sound (Swap.first _ _ _)
      · exact (Quot.sound (Swap.first _ _ _)).trans (Quot.sound (Swap.second _ _ _))
    -- the pairs agree either in order or crosswise
    rcases Sym2.eq_iff.mp h with ⟨h1, h2⟩ | ⟨h1, h2⟩
    · exact key a b c d h1 h2
    · exact (key c d a b h1 h2).trans (Quot.sound (Swap.pairs _ _))
```

Among $n$ objects there are $n$ pairs with equal members and $n(n-1)/2$ with different ones, together $n(n+1)/2$.

```lean
/-- A set of `n` elements has `n(n+1)/2` unordered pairs, repetition allowed. -/
theorem card_unordered_pairs (α : Type*) [Fintype α] [DecidableEq α] :
    Fintype.card (Sym2 α) = Fintype.card α * (Fintype.card α + 1) / 2 := by
  rw [Sym2.card, Nat.choose_two_right, Nat.add_sub_cancel, mul_comm]
```

Thus $N$ orbitals give $M=N(N+1)/2$ inner pairs, and these give $M(M+1)/2$ labels. The proof shows that `f`, from classes to labels, is a bijection, then applies the pair count twice. The result holds for every $N$, including zero.

```lean
/-- The number of classes of index quadruples over `N` orbital indices is `M(M+1)/2` with `M =
N(N+1)/2`. -/
theorem card_integralClass (N : ℕ) :
    Nat.card (IntegralClass N) = (N * (N + 1) / 2) * (N * (N + 1) / 2 + 1) / 2 := by
  let f : IntegralClass N → Sym2 (Sym2 (Fin N)) :=
    Quot.lift label (fun _ _ hs => label_swap hs)
  have hf : Function.Bijective f := by
    constructor
    · rintro ⟨q⟩ ⟨q'⟩ h
      exact (class_eq_iff q q').mpr h
    · intro y
      induction y using Sym2.ind with
      | _ u v =>
        induction u using Sym2.ind with
        | _ i j =>
          induction v using Sym2.ind with
          | _ k l => exact ⟨Quot.mk _ ((i, j), (k, l)), rfl⟩
  rw [Nat.card_congr (Equiv.ofBijective f hf), Nat.card_eq_fintype_card,
    card_unordered_pairs, card_unordered_pairs, Fintype.card_fin]
```

For $N=2$, $M=3$ and there are six classes. Their representatives are $(00|00)$, $(00|01)$, $(00|11)$, $(01|01)$, $(01|11)$ and $(11|11)$, with $1,4,2,4,4,1$ members: all 16 quadruples.

## At least one orbital: always more than an eighth

A product of consecutive integers is even, so both halvings are exact. Hence

$$8\cdot\frac{M(M+1)}2=2M(2M+2)=N(N+1)\bigl(N(N+1)+2\bigr).$$

The proof names the exact halves `m` and `t`.

```lean
/-- Eight times the number of classes is the polynomial `N(N+1)(N(N+1)+2)`. -/
theorem eight_mul_card (N : ℕ) :
    8 * Nat.card (IntegralClass N) = N * (N + 1) * (N * (N + 1) + 2) := by
  -- both halvings are exact, since consecutive integers have an even product
  obtain ⟨m, hm⟩ := Nat.even_mul_succ_self N
  obtain ⟨t, ht⟩ := Nat.even_mul_succ_self m
  have hM : N * (N + 1) / 2 = m := by rw [hm]; omega
  have hT : m * (m + 1) / 2 = t := by rw [ht]; omega
  rw [card_integralClass, hM, hT, hm]
  nlinarith [ht]
```

Expanding gives $N^4+2N^3+3N^2+2N$, which exceeds $N^4$ when $N>0$. The hypothesis `hN` provides the positive powers used by `nlinarith`. At $N=0$ both sides vanish and the strict inequality fails; at $N=1$ the single quadruple forms one class, so nothing is saved.

```lean
/-- For any positive number of orbitals, the number of classes is strictly larger than
one eighth of `N ^ 4`. -/
theorem pow_four_lt_eight_mul_card {N : ℕ} (hN : 0 < N) :
    N ^ 4 < 8 * Nat.card (IntegralClass N) := by
  rw [eight_mul_card]
  nlinarith [pow_pos hN 3, pow_pos hN 2]
```

## Growing N: the limit of one eighth

For $N\ge1$, dividing by $8N^4$ gives

$$\frac{M(M+1)/2}{N^4}=\frac18\left(1+\frac1N\right)\left(1+\frac1N+\frac2{N^2}\right)\longrightarrow\frac18.$$

The proof takes the limit by continuity of this polynomial in $1/N$ at zero, then identifies it with the ratio for $N\ge1$. At finite size the saving is smaller: the ratio is $6/16=0.375$ for $N=2$ and $1540/10000=0.154$ for $N=10$.

```lean
/-- The ratio of the number of classes to the number `N ^ 4` of all index quadruples tends
to `1/8` as the number of orbitals grows. -/
theorem tendsto_card_ratio :
    Tendsto (fun N : ℕ => (Nat.card (IntegralClass N) : ℝ) / (N : ℝ) ^ 4)
      atTop (𝓝 (1 / 8)) := by
  have hc : Continuous (fun x : ℝ => (1 + x) * (1 + x + 2 * x ^ 2) / 8) := by fun_prop
  have h0 : Tendsto (fun N : ℕ => (1 + 1 / (N : ℝ)) * (1 + 1 / (N : ℝ)
      + 2 * (1 / (N : ℝ)) ^ 2) / 8) atTop (𝓝 (1 / 8)) := by
    have h := (hc.tendsto 0).comp (tendsto_one_div_atTop_nhds_zero_nat (𝕜 := ℝ))
    have e : (1 + (0 : ℝ)) * (1 + 0 + 2 * 0 ^ 2) / 8 = 1 / 8 := by norm_num
    rw [← e]
    exact h
  -- for N ≥ 1 the ratio is this polynomial in 1/N
  refine Tendsto.congr' ?_ h0
  filter_upwards [eventually_ge_atTop 1] with N hN
  have hN' : (N : ℝ) ≠ 0 := Nat.cast_ne_zero.mpr (by omega)
  have h8 : 8 * (Nat.card (IntegralClass N) : ℝ)
      = (N : ℝ) * (N + 1) * (N * (N + 1) + 2) := by
    exact_mod_cast eight_mul_card N
  have hcard : (Nat.card (IntegralClass N) : ℝ)
      = (N : ℝ) * (N + 1) * (N * (N + 1) + 2) / 8 := by linarith
  rw [hcard]
  field_simp

end

end TwoElectronIntegralCount
```

```lean
#print axioms TwoElectronIntegralCount.eri_eq_of_class_eq
#print axioms TwoElectronIntegralCount.card_integralClass
#print axioms TwoElectronIntegralCount.pow_four_lt_eight_mul_card
#print axioms TwoElectronIntegralCount.tendsto_card_ratio
```

```
'TwoElectronIntegralCount.eri_eq_of_class_eq' depends on axioms: [propext, Classical.choice, Quot.sound]
'TwoElectronIntegralCount.card_integralClass' depends on axioms: [propext, Classical.choice, Quot.sound]
'TwoElectronIntegralCount.pow_four_lt_eight_mul_card' depends on axioms: [propext, Classical.choice, Quot.sound]
'TwoElectronIntegralCount.tendsto_card_ratio' depends on axioms: [propext, Classical.choice, Quot.sound]
```
